# A Wick functional is nonnegative on squares exactly when its propagator is positive semidefinite

## Expectation as a linear functional

The expectation value is modelled here as a linear functional \(E\) on real polynomials in commuting variables \(X_1,\dots,X_N\), not as an integral over a Gaussian weight. An integral against a probability density would build in positivity from the start. Instead, \(E\) is only required to satisfy, for a real matrix \(C\) and every polynomial \(p\),

\[
E(1)=1,\qquad E(X_i p)=\sum_j C_{ij}\,E(\partial_j p).
\]

The second relation is Wick's rule: the field \(X_i\) is contracted with each field in \(p\) in turn, and \(C\), the propagator or covariance, is the value of a contraction. The question is when \(E(p^2)\ge 0\) for all \(p\), as any average of a squared real observable must be.

For finitely many coupled harmonic oscillators in thermal equilibrium, where averages of the displacements from equilibrium, all taken at one time, obey this rule, the result applies to a symmetric approximation to the displacement covariance matrix: the averages computed from it by Wick's rule are nonnegative for all squared polynomials in the displacements exactly when the approximate matrix is positive semidefinite.

## Counting contractions between two factors

Write \(D_i=\sum_j C_{ij}\partial_j\), and define

\[
B_0(p,q)=E(p)E(q),\qquad B_{k+1}(p,q)=\sum_{a,b}C_{ab}\,B_k(\partial_a p,\partial_b q).
\]

These obey

\[
B_k(X_i p,q)=B_k(D_i p,q)+k\,B_{k-1}(p,D_i q),
\]

with the last term absent at \(k=0\), where this is Wick's rule. For the step from \(k\) to \(k+1\), use \(\partial_a(X_ip)=\delta_{ai}p+X_i\partial_a p\). The delta term gives \(B_k(p,D_iq)\). The induction hypothesis turns the other term into

\[
\sum_{a,b}C_{ab}\bigl[B_k(D_i\partial_a p,\partial_b q)+k\,B_{k-1}(\partial_a p,D_i\partial_b q)\bigr]
=B_{k+1}(D_ip,q)+k\,B_k(p,D_iq),
\]

because derivatives commute. The sum has the required coefficient \(k+1\).

Now set \(S(p,q)=\sum_k B_k(p,q)/k!\), a finite sum since \(B_k(p,q)=0\) for \(k>\deg p\). Dividing the recursion by \(k!\) and summing gives

\[
S(X_ip,q)=S(D_ip,q)+S(p,D_iq).
\]

Wick's rule and the product rule give the same recursion for \(E\):

\[
E(X_ip\,q)=E((D_ip)q)+E(p\,D_iq).
\]

Both expressions equal \(aE(q)\) when \(p=a\) is constant. Induction on the degree of the first factor, with \(q\) arbitrary, therefore gives \(E(pq)=S(p,q)\).

## Positivity in both directions

If \(C\) is positive semidefinite, then \(C_{ij}=\sum_m\lambda_mU_{im}U_{jm}\) with \(\lambda_m\ge0\). With \(v_m=\sum_iU_{im}\partial_ip\),

\[
B_{k+1}(p,p)=\sum_m\lambda_m B_k(v_m,v_m).
\]

Since \(B_0(p,p)=E(p)^2\ge0\), every order is nonnegative by induction, and so is \(E(p^2)=\sum_k B_k(p,p)/k!\).

Conversely, Wick's rule gives \(E(X_iX_j)=C_{ij}\). Commutativity of the variables makes \(C\) symmetric, and for real \(x_i\)

\[
0\le E\Bigl(\bigl(\textstyle\sum_i x_iX_i\bigr)^2\Bigr)=\sum_{i,j}x_iC_{ij}x_j .
\]

## One variable

For \(N=1\) and \(C=(c)\), the rule gives \(E(X^{n+2})=(n+1)c\,E(X^n)\). If \(c<0\), positivity already fails at \(E(X^2)=c\). If \(c=0\), then \(E(p)=p(0)\), and positivity is immediate.

## The statement in Lean

`Poly N` is the polynomial ring, `pderiv j` is \(\partial_j\), and `IsWick C E` contains the two defining relations. The theorem `wick_positive_iff` takes `IsWick C E` as its hypothesis and proves the equivalence with `C.PosSemidef`, which includes symmetry; symmetry is not assumed separately.

The variables are finite in number and commute, so operator ordering and fermionic signs do not enter. The theorem concerns a given \(E\). Existence is proved for diagonal \(C\) with arbitrary real entries, in `isWick_witness`. For a general symmetric \(C\), as in the oscillator application, a functional is obtained from the diagonal case by an orthogonal change of variables to an eigenbasis of \(C\); that step is not formalised here.

```lean
import Mathlib

open MvPolynomial Matrix

namespace WickPositivity

noncomputable section

/-- Real polynomials in `N` field variables. -/
abbrev Poly (N : ℕ) := MvPolynomial (Fin N) ℝ

variable {N : ℕ} {C : Matrix (Fin N) (Fin N) ℝ} {E : Poly N →ₗ[ℝ] ℝ}

/-- `E` is a normalised expectation obeying Wick's rule with propagator `C`. -/
structure IsWick (C : Matrix (Fin N) (Fin N) ℝ) (E : Poly N →ₗ[ℝ] ℝ) : Prop where
  one : E 1 = 1
  wick : ∀ i p, E (X i * p) = ∑ j, C i j * E (pderiv j p)

/-- The sum of the contractions of the field `X i` with each field inside `p` in turn. -/
def contr (C : Matrix (Fin N) (Fin N) ℝ) (i : Fin N) (p : Poly N) : Poly N :=
  ∑ j, C i j • pderiv j p

/-- The sum over `k` successive contractions between two polynomials, with the
expectation taken of what remains of each. -/
def cross (C : Matrix (Fin N) (Fin N) ℝ) (E : Poly N →ₗ[ℝ] ℝ) :
    ℕ → (Poly N →ₗ[ℝ] Poly N →ₗ[ℝ] ℝ)
  | 0 => (LinearMap.mul ℝ ℝ).compl₁₂ E E
  | k + 1 => ∑ i, ∑ j, C i j • (cross C E k).compl₁₂
      (pderiv i : Derivation ℝ (Poly N) (Poly N)).toLinearMap
      (pderiv j : Derivation ℝ (Poly N) (Poly N)).toLinearMap

/-- One more cross contraction differentiates both polynomials and joins them by `C`. -/
theorem cross_succ (C : Matrix (Fin N) (Fin N) ℝ) (E : Poly N →ₗ[ℝ] ℝ) (k : ℕ)
    (p q : Poly N) : cross C E (k + 1) p q =
      ∑ i, ∑ j, C i j * cross C E k (pderiv i p) (pderiv j q) := by
  simp [cross, LinearMap.sum_apply]

/-- Contraction with a field commutes with differentiation. -/
theorem pderiv_contr (a i : Fin N) (p : Poly N) :
    pderiv a (contr C i p) = contr C i (pderiv a p) := by
  have hX : ∀ i j k : Fin N, pderiv i (pderiv j (X k : Poly N)) = 0 := by
    intro i j k
    rcases eq_or_ne k j with rfl | h
    · simp
    · rw [pderiv_X_of_ne h, map_zero]
  unfold contr
  rw [map_sum]
  refine Finset.sum_congr rfl fun j _ => ?_
  have h : ⁅(pderiv a : Derivation ℝ (Poly N) (Poly N)), pderiv j⁆ = 0 :=
    MvPolynomial.derivation_ext fun k => by
      rw [Derivation.commutator_apply, hX, hX, sub_zero, Derivation.zero_apply]
  have h' := DFunLike.congr_fun h p
  rw [Derivation.commutator_apply, Derivation.zero_apply] at h'
  rw [Derivation.map_smul, sub_eq_zero.mp h']

/-- Wick's rule in terms of the contraction operator. -/
theorem IsWick.apply_X_mul (h : IsWick C E) (i : Fin N) (p : Poly N) :
    E (X i * p) = E (contr C i p) := by
  rw [h.wick]
  simp [contr, map_sum]

/-- A field in the first factor is contracted either within that factor or, in `k` ways,
with the second factor. -/
theorem cross_X_mul (h : IsWick C E) (k : ℕ) : ∀ (i : Fin N) (p q : Poly N),
    cross C E k (X i * p) q =
      cross C E k (contr C i p) q + k * cross C E (k - 1) p (contr C i q) := by
  induction k with
  | zero =>
    intro i p q
    change E _ * E _ = E _ * E _ + _
    rw [h.apply_X_mul]
    simp
  | succ k ih =>
    intro i p q
    have hd : ∀ a, pderiv a (X i * p) = (if a = i then p else 0) + X i * pderiv a p := by
      intro a
      rw [Derivation.leibniz, smul_eq_mul, smul_eq_mul]
      rcases eq_or_ne a i with rfl | ha
      · simp [add_comm]
      · simp [pderiv_X_of_ne ha.symm, ha]
    have aux : ∀ r, ∑ a, ∑ b, C a b * ((k : ℝ) * cross C E (k - 1) (pderiv a p) (pderiv b r))
        = k * cross C E k p r := by
      intro r
      cases k with
      | zero => simp
      | succ m =>
        rw [cross_succ, Finset.mul_sum]
        refine Finset.sum_congr rfl fun a _ => ?_
        rw [Finset.mul_sum]
        refine Finset.sum_congr rfl fun b _ => ?_
        rw [Nat.add_sub_cancel]
        ring
    have delta : ∑ a, ∑ b, C a b * cross C E k (if a = i then p else 0) (pderiv b q)
        = cross C E k p (contr C i q) := by
      rw [Finset.sum_eq_single i]
      · simp [contr, map_sum]
      · intro a _ ha
        simp [ha]
      · simp
    calc cross C E (k + 1) (X i * p) q
        = ∑ a, ∑ b, (C a b * cross C E k (if a = i then p else 0) (pderiv b q)
          + C a b * cross C E k (pderiv a (contr C i p)) (pderiv b q)
          + C a b * ((k : ℝ) * cross C E (k - 1) (pderiv a p) (pderiv b (contr C i q)))) := by
          rw [cross_succ]
          refine Finset.sum_congr rfl fun a _ => Finset.sum_congr rfl fun b _ => ?_
          rw [hd, map_add, LinearMap.add_apply, ih]
          simp only [pderiv_contr]
          ring
      _ = _ := by
          simp only [Finset.sum_add_distrib]
          rw [delta, aux, ← cross_succ C E k (contr C i p) q, Nat.add_sub_cancel]
          push_cast
          ring

/-- Wick expansion of a product: the expectation of `p * q` is the sum over the number `k`
of contractions between `p` and `q`, weighted by `1 / k!`. -/
theorem wick_expansion (h : IsWick C E) (p q : Poly N) (M : ℕ) (hM : p.totalDegree < M) :
    E (p * q) = ∑ k ∈ Finset.range M, cross C E k p q / (k.factorial : ℝ) := by
  -- the expansion is additive in the first factor
  have add : ∀ {ι : Type} (s : Finset ι) (f : ι → Poly N) (M : ℕ) (q : Poly N),
      (∀ v ∈ s, E (f v * q) =
        ∑ k ∈ Finset.range M, cross C E k (f v) q / (k.factorial : ℝ)) →
      E ((∑ v ∈ s, f v) * q) =
        ∑ k ∈ Finset.range M, cross C E k (∑ v ∈ s, f v) q / (k.factorial : ℝ) := by
    intro ι s f M q hf
    rw [Finset.sum_mul, map_sum, Finset.sum_congr rfl hf, Finset.sum_comm]
    refine Finset.sum_congr rfl fun k _ => ?_
    rw [LinearMap.map_sum₂, Finset.sum_div]
  -- the series obeys the same recursion as the expectation
  have shift : ∀ (M : ℕ) (i : Fin N) (p q : Poly N),
      ∑ k ∈ Finset.range (M + 1), cross C E k (X i * p) q / (k.factorial : ℝ) =
      ∑ k ∈ Finset.range (M + 1), cross C E k (contr C i p) q / (k.factorial : ℝ) +
      ∑ k ∈ Finset.range M, cross C E k p (contr C i q) / (k.factorial : ℝ) := by
    intro M i p q
    simp only [cross_X_mul h, add_div, Finset.sum_add_distrib]
    congr 1
    rw [Finset.sum_range_succ', Nat.cast_zero, zero_mul, zero_div, add_zero]
    refine Finset.sum_congr rfl fun k _ => ?_
    have hk : (k : ℝ) + 1 ≠ 0 := by positivity
    rw [Nat.add_sub_cancel, Nat.factorial_succ]
    push_cast
    exact mul_div_mul_left _ _ hk
  have leib : ∀ (i : Fin N) (p q : Poly N),
      contr C i (p * q) = contr C i p * q + p * contr C i q := by
    intro i p q
    simp only [contr, Finset.sum_mul, Finset.mul_sum, ← Finset.sum_add_distrib]
    refine Finset.sum_congr rfl fun j _ => ?_
    simp only [Derivation.leibniz, smul_eq_mul, MvPolynomial.smul_eq_C_mul]
    ring
  -- monomials, by induction on the degree
  have mono : ∀ (n : ℕ) (s : Fin N →₀ ℕ) (a : ℝ), (∑ i, s i) < n → ∀ M, n ≤ M →
      ∀ q : Poly N, E (monomial s a * q) =
        ∑ k ∈ Finset.range M, cross C E k (monomial s a) q / (k.factorial : ℝ) := by
    intro n
    induction n with
    | zero => exact fun s a hs => absurd hs (Nat.not_lt_zero _)
    | succ n ih =>
      intro s a hs M hM q
      obtain ⟨M, rfl⟩ : ∃ m, M = m + 1 := ⟨M - 1, by omega⟩
      by_cases h0 : s = 0
      · subst h0
        have hz : ∀ k, cross C E (k + 1) (monomial 0 a) q = 0 := fun k => by
          rw [cross_succ]
          simp
        have ha : (monomial 0 a : Poly N) = a • 1 := by
          rw [← MvPolynomial.C_apply, MvPolynomial.smul_eq_C_mul, mul_one]
        rw [Finset.sum_range_succ']
        simp only [hz, zero_div, Finset.sum_const_zero, zero_add, Nat.factorial_zero,
          Nat.cast_one, div_one]
        change _ = E _ * E _
        rw [ha]
        simp [h.one]
      · obtain ⟨i, hi⟩ : ∃ i, s i ≠ 0 := by
          by_contra hn
          exact h0 (Finsupp.ext fun i => by
            by_contra hi
            exact hn ⟨i, hi⟩)
        obtain ⟨t, rfl⟩ : ∃ t, s = Finsupp.single i 1 + t := by
          refine ⟨s - Finsupp.single i 1, ?_⟩
          ext j
          rcases eq_or_ne i j with rfl | hij
          · simp only [Finsupp.add_apply, Finsupp.tsub_apply, Finsupp.single_eq_same]
            omega
          · simp [hij]
        have hsum : ∑ j, (Finsupp.single i 1 + t : Fin N →₀ ℕ) j = 1 + ∑ j, t j := by
          simp [Finset.sum_add_distrib, Finsupp.single_apply]
        have ht : ∑ j, t j < n := by omega
        have hXm : (monomial (Finsupp.single i 1 + t) a : Poly N) = X i * monomial t a := by
          simp only [MvPolynomial.X, monomial_mul, one_mul]
        have hD : contr C i (monomial t a) =
            ∑ j, monomial (t - Finsupp.single j 1) (C i j * (a * t j)) := by
          simp only [contr, pderiv_monomial, smul_monomial, smul_eq_mul]
        rw [hXm, mul_assoc, h.apply_X_mul, leib, map_add, shift,
          ih t a ht M (by omega), hD, add _ _ (M + 1) q]
        intro j _
        refine ih _ _ (lt_of_le_of_lt (Finset.sum_le_sum fun l _ => ?_) ht) _ (by omega) q
        rw [Finsupp.tsub_apply]
        exact Nat.sub_le _ _
  have key := add p.support (fun v => monomial v (coeff v p)) M q fun v hv => by
    have hv' := le_totalDegree hv
    rw [Finsupp.sum_fintype _ _ (fun _ => rfl)] at hv'
    exact mono M v _ (lt_of_le_of_lt hv' hM) M le_rfl q
  simp only [support_sum_monomial_coeff] at key
  exact key

/-- A positive semidefinite propagator is a sum over modes with nonnegative weights. -/
theorem mode_decomposition (hC : C.PosSemidef) :
    ∃ (l : Fin N → ℝ) (U : Matrix (Fin N) (Fin N) ℝ), (∀ m, 0 ≤ l m) ∧
      ∀ i j, C i j = ∑ m, l m * U i m * U j m := by
  let b := hC.isHermitian.eigenvectorBasis
  let U : Matrix (Fin N) (Fin N) ℝ := Matrix.of fun i m => (b m).ofLp i
  have hU : Uᵀ * U = 1 := by
    ext m n
    have h := orthonormal_iff_ite.mp b.orthonormal m n
    rw [PiLp.inner_apply] at h
    simp only [RCLike.inner_apply, conj_trivial] at h
    rw [Matrix.mul_apply, Matrix.one_apply, ← h]
    exact Finset.sum_congr rfl fun i _ => mul_comm _ _
  have hCU : C * U = U * diagonal hC.isHermitian.eigenvalues := by
    ext i m
    rw [Matrix.mul_diagonal, mul_comm (U i m)]
    exact congrFun (hC.isHermitian.mulVec_eigenvectorBasis m) i
  have hUU : U * Uᵀ = 1 := mul_eq_one_comm.mp hU
  refine ⟨hC.isHermitian.eigenvalues, U, hC.eigenvalues_nonneg, fun i j => ?_⟩
  have h : U * diagonal hC.isHermitian.eigenvalues * Uᵀ = C := by
    rw [← hCU, Matrix.mul_assoc, hUU, Matrix.mul_one]
  have h2 := congrFun (congrFun h i) j
  rw [Matrix.mul_apply] at h2
  refine h2.symm.trans (Finset.sum_congr rfl fun m _ => ?_)
  rw [Matrix.mul_diagonal, Matrix.transpose_apply]
  ring

/-- For a positive semidefinite propagator, each order of cross contractions of a
polynomial with itself is nonnegative. -/
theorem cross_self_nonneg (hC : C.PosSemidef) (k : ℕ) : ∀ p, 0 ≤ cross C E k p p := by
  obtain ⟨l, U, hl, hCU⟩ := mode_decomposition hC
  induction k with
  | zero => exact fun p => mul_self_nonneg (E p)
  | succ k ih =>
    intro p
    have e : ∀ m, cross C E k (∑ i, U i m • pderiv i p) (∑ j, U j m • pderiv j p) =
        ∑ i, ∑ j, U i m * U j m * cross C E k (pderiv i p) (pderiv j p) := by
      intro m
      rw [LinearMap.map_sum₂]
      refine Finset.sum_congr rfl fun i _ => ?_
      rw [map_sum]
      refine Finset.sum_congr rfl fun j _ => ?_
      simp only [map_smul, LinearMap.smul_apply, smul_eq_mul]
      ring
    have hs := Finset.sum_nonneg fun m (_ : m ∈ Finset.univ) =>
      mul_nonneg (hl m) (ih (∑ i, U i m • pderiv i p))
    refine hs.trans_eq ?_
    rw [cross_succ]
    simp only [e, hCU, Finset.mul_sum, Finset.sum_mul]
    rw [Finset.sum_comm]
    refine Finset.sum_congr rfl fun i _ => ?_
    rw [Finset.sum_comm]
    refine Finset.sum_congr rfl fun j _ => Finset.sum_congr rfl fun m _ => ?_
    ring

/-- The two-point function is the propagator. -/
theorem IsWick.two_point (h : IsWick C E) (i j : Fin N) : E (X i * X j) = C i j := by
  rw [h.wick, Finset.sum_eq_single j]
  · rw [pderiv_X_self, h.one, mul_one]
  · intro k _ hk
    rw [pderiv_X_of_ne hk.symm, map_zero, mul_zero]
  · simp

/-- A functional obeying Wick's rule is nonnegative on all squares if and only if its
propagator is positive semidefinite. -/
theorem wick_positive_iff (h : IsWick C E) : (∀ p, 0 ≤ E (p ^ 2)) ↔ C.PosSemidef := by
  constructor
  · intro hpos
    refine PosSemidef.of_dotProduct_mulVec_nonneg ?_ fun x => ?_
    · ext i j
      change star (C j i) = C i j
      rw [star_trivial, ← h.two_point j i, mul_comm, h.two_point i j]
    · -- test on the linear form with coefficients `x`
      refine (hpos (∑ i, x i • X i)).trans_eq ?_
      rw [sq, Finset.sum_mul_sum, map_sum]
      simp only [dotProduct, Matrix.mulVec, star_trivial, Finset.mul_sum]
      refine Finset.sum_congr rfl fun i _ => ?_
      rw [map_sum]
      refine Finset.sum_congr rfl fun j _ => ?_
      rw [smul_mul_smul_comm, map_smul, h.two_point, smul_eq_mul]
      ring
  · intro hC p
    rw [sq, wick_expansion h p p (p.totalDegree + 1) (Nat.lt_succ_self _)]
    exact Finset.sum_nonneg fun k _ => div_nonneg (cross_self_nonneg hC k p) (by positivity)

/-- Moments of a single mode with propagator `c`. -/
def moment (c : ℝ) : ℕ → ℝ
  | 0 => 1
  | 1 => 0
  | n + 2 => (n + 1) * c * moment c n

/-- The functional for independent modes: monomials go to products of moments. -/
def modes (c : Fin N → ℝ) : Poly N →ₗ[ℝ] ℝ :=
  (basisMonomials (Fin N) ℝ).constr ℝ fun s => ∏ i, moment (c i) (s i)

/-- Independent modes obey Wick's rule with a diagonal propagator of arbitrary real
entries. -/
theorem isWick_witness (c : Fin N → ℝ) : IsWick (diagonal c) (modes c) := by
  have hm : ∀ (s : Fin N →₀ ℕ) (a : ℝ),
      modes c (monomial s a) = a * ∏ i, moment (c i) (s i) := by
    intro s a
    have h1 : modes c (monomial s 1) = ∏ i, moment (c i) (s i) := by
      simpa only [coe_basisMonomials, modes] using
        (basisMonomials (Fin N) ℝ).constr_basis ℝ (fun s => ∏ i, moment (c i) (s i)) s
    have h2 : (monomial s a : Poly N) = a • monomial s 1 := by
      rw [smul_monomial, smul_eq_mul, mul_one]
    rw [h2, map_smul, h1, smul_eq_mul]
  have hrec : ∀ (x : ℝ) (n : ℕ), moment x (n + 1) = x * n * moment x (n - 1) := by
    intro x n
    cases n with
    | zero => simp [moment]
    | succ n =>
      rw [Nat.add_sub_cancel, moment]
      push_cast
      ring
  refine ⟨?_, fun i p => ?_⟩
  · rw [← MvPolynomial.C_1, MvPolynomial.C_apply, hm]
    simp [moment]
  · induction p using MvPolynomial.induction_on'
    · rename_i s a
      -- only the factor of mode `i` changes
      have split : ∀ t : Fin N →₀ ℕ, (∀ j, j ≠ i → t j = s j) →
          ∏ j, moment (c j) (t j) =
            moment (c i) (t i) * ∏ j ∈ Finset.univ.erase i, moment (c j) (s j) := by
        intro t ht
        rw [← Finset.mul_prod_erase _ _ (Finset.mem_univ i)]
        congr 1
        exact Finset.prod_congr rfl fun j hj => by rw [ht j (Finset.ne_of_mem_erase hj)]
      have hXm : (X i * monomial s a : Poly N) = monomial (Finsupp.single i 1 + s) a := by
        simp only [MvPolynomial.X, monomial_mul, one_mul]
      rw [Finset.sum_eq_single i (fun j _ hj => by
        rw [Matrix.diagonal_apply_ne _ hj.symm, zero_mul]) (by simp),
        Matrix.diagonal_apply_eq, hXm, pderiv_monomial, hm, hm,
        split _ (fun j hj => by simp [hj.symm]),
        split _ (fun j hj => by simp [hj.symm])]
      simp only [Finsupp.add_apply, Finsupp.tsub_apply, Finsupp.single_eq_same]
      rw [add_comm 1 (s i), hrec]
      ring
    · rename_i p q hp hq
      simp only [mul_add, map_add, Finset.sum_add_distrib, hp, hq]

end

end WickPositivity
```

```lean
#print axioms WickPositivity.wick_positive_iff
```

```
'WickPositivity.wick_positive_iff' depends on axioms: [propext, Classical.choice, Quot.sound]
```

## How the proof follows the derivation

`contr` is \(D_i\) and `cross` is \(B_k\). `pderiv_contr` proves that \(D_i\) commutes with derivatives, and `cross_X_mul` proves the recursion by induction on \(k\): its step `delta` evaluates the delta term, and `aux` reassembles the term with coefficient \(k\).

In `wick_expansion`, `shift` and `leib` supply the matching recursions for \(S\) and \(E\). The induction `mono` treats monomials by splitting off one variable, and `add` extends the result to sums. The cutoff `M` need only exceed the total degree of `p`.

`mode_decomposition` obtains \(\lambda_m\) and \(U\) from an orthonormal eigenvector basis, and `cross_self_nonneg` runs the positivity induction. `wick_positive_iff` combines this with the expansion at \(q=p\); for the converse it uses `two_point` and the linear form.

The witness `modes` sends each monomial to a product of one-variable moments. Multiplying by \(X_i\) changes only the factor of mode \(i\), so Wick's rule reduces to the recursion for `moment`.
